# Finitely many central differences do not determine a derivative

## Central differences and the decoy polynomial

Let f be a real function of one real variable, x a point and h > 0 a step. The central difference is

D_h f(x) = (f(x+h) − f(x−h)) / (2h).

S denotes a finite set of positive steps with |S| elements, and arithmetic is exact. The decoy polynomial of S is

p_S(t) = t Q(t),  Q(t) = ∏_{h∈S} (1 − t²/h²).

## Slope one, readings zero, least degree

The claim is that p_S′(0) = 1, that D_h p_S(0) = 0 for all h ∈ S, and that deg p_S = 2|S| + 1. The product rule gives

p_S′(0) = Q(0) + 0·Q′(0) = 1.

At t = ±h the factor 1 − t²/h² vanishes, so both sampled values are zero. Each factor has degree 2, and the prefactor t adds one.

No lower degree suffices. Let p be a polynomial with p′(0) ≠ 0 and D_h p(0) = 0 on S, and set g(t) = p(t) − p(−t). Then g′(0) = 2p′(0) ≠ 0, so g ≠ 0, and deg g ≤ deg p. The zero readings give p(h) = p(−h), hence g(±h) = 0, and g(0) = 0. These are 2|S| + 1 distinct roots, so deg p ≥ 2|S| + 1.

Now let f′(x) = d and let c be any number. The polynomial (c − d) p_S(t − x) vanishes at every x ± h and has slope c − d at x, so adding it to f changes the derivative to c and no sample. For the line f(t) = d·t,

D_h f(x) = (d(x+h) − d(x−h)) / (2h) = d,

so a polynomial of slope c can read d at every step.

Suppose instead that f is differentiable on [x−h, x+h] and |f′(y) − f′(x)| ≤ L|y − x| there. Any bound on |f″| over the interval, such as the largest magnitude of the force constant along an energy curve, can serve as L; the condition itself is weaker, since it limits only how far the slope departs from its value at x. The mean value theorem gives y in (x−h, x+h) with D_h f(x) = f′(y), so

|D_h f(x) − f′(x)| ≤ L|y − x| ≤ Lh.

With f′(x) = 1 and reading 0 this becomes Lh ≥ 1. For forces or finite-field dipoles obtained from energies along one coordinate, without rounding or noise, agreement among steps thus constrains the derivative only together with further knowledge of the function, such as a quantitative bound like L; smoothness as such is not enough, since the decoy is a polynomial. Nothing here says that a physical energy curve resembles the decoy.

## The objects in Lean

```lean
import Mathlib

open Polynomial

namespace FalseConvergence

noncomputable section

/-- Central-difference estimate of the derivative of `f` at `x` with step `h`. -/
def centralDiff (f : ℝ → ℝ) (x h : ℝ) : ℝ := (f (x + h) - f (x - h)) / (2 * h)

/-- The decoy polynomial `t ∏ (1 - t² / h²)`, the product running over the steps `h` in `S`. -/
def decoy (S : Finset ℝ) : ℝ[X] := X * ∏ h ∈ S, (1 - C ((h ^ 2)⁻¹) * X ^ 2)
```

Steps form a `Finset ℝ`, and `decoy S` is a formal polynomial, turned into a function by `eval`. Lean sets 0⁻¹ = 0, so a zero step would contribute the factor 1 and the reading 0; the hypothesis `hpos` excludes it where degrees or nonzero readings matter. For empty S the decoy is t.

## Roots, slope and degree of the decoy

```lean
/-- Value of the decoy polynomial at a point `t`. -/
theorem decoy_eval (S : Finset ℝ) (t : ℝ) :
    (decoy S).eval t = t * ∏ h ∈ S, (1 - (h ^ 2)⁻¹ * t ^ 2) := by
  simp [decoy, eval_prod]

/-- The decoy polynomial vanishes at every `t` with `t² = h²` for a step `h` in `S`. -/
theorem decoy_root {S : Finset ℝ} {h : ℝ} (hS : h ∈ S) (t : ℝ) (ht : t ^ 2 = h ^ 2) :
    (decoy S).eval t = 0 := by
  rw [decoy_eval]
  by_cases h0 : h = 0
  · -- here `t = 0` and the prefactor vanishes
    have ht0 : t = 0 := by
      rw [h0] at ht
      simpa using ht
    rw [ht0, zero_mul]
  · apply mul_eq_zero_of_right
    refine Finset.prod_eq_zero hS ?_
    show 1 - (h ^ 2)⁻¹ * t ^ 2 = 0
    rw [ht, inv_mul_cancel₀ (pow_ne_zero 2 h0), sub_self]
```

The condition `t ^ 2 = h ^ 2` covers t = ±h at once, and `Finset.prod_eq_zero` picks out the vanishing factor.

```lean
/-- The decoy polynomial has derivative one at the origin. -/
theorem decoy_hasDerivAt (S : Finset ℝ) : HasDerivAt (fun t => (decoy S).eval t) 1 0 := by
  refine ((decoy S).hasDerivAt 0).congr_deriv ?_
  unfold decoy
  rw [derivative_mul]
  simp [eval_prod]
```

`HasDerivAt F 1 0` says that F is differentiable at 0 with derivative 1. Here `derivative_mul` is the product rule, and `simp` evaluates at zero.

```lean
/-- For positive steps the decoy polynomial has degree `2 |S| + 1`. -/
theorem decoy_natDegree {S : Finset ℝ} (hpos : ∀ h ∈ S, 0 < h) :
    (decoy S).natDegree = 2 * S.card + 1 := by
  have hd : ∀ h ∈ S, (1 - C ((h ^ 2)⁻¹) * X ^ 2 : ℝ[X]).natDegree = 2 := by
    intro h hS
    have h2 : (C ((h ^ 2)⁻¹) * X ^ 2 : ℝ[X]).natDegree = 2 :=
      natDegree_C_mul_X_pow 2 _ (inv_ne_zero (pow_ne_zero 2 (hpos h hS).ne'))
    rw [natDegree_sub_eq_right_of_natDegree_lt (by rw [h2, natDegree_one]; norm_num), h2]
  have hne : ∀ h ∈ S, (1 - C ((h ^ 2)⁻¹) * X ^ 2 : ℝ[X]) ≠ 0 := by
    intro h hS h0
    have := hd h hS
    rw [h0] at this
    simp at this
  rw [decoy, natDegree_mul X_ne_zero (Finset.prod_ne_zero_iff.2 hne), natDegree_prod _ _ hne,
    natDegree_X, Finset.sum_congr rfl hd, Finset.sum_const, smul_eq_mul]
  ring
```

`hd` gives each factor degree 2, using only h ≠ 0; `natDegree_prod` adds degrees of nonzero factors.

```lean
/-- False convergence: for a finite set `S` of positive steps, the decoy polynomial has
derivative one at the origin, zero central difference for every step, and degree `2 |S| + 1`. -/
theorem false_convergence {S : Finset ℝ} (hpos : ∀ h ∈ S, 0 < h) :
    HasDerivAt (fun t => (decoy S).eval t) 1 0 ∧
      (∀ h ∈ S, centralDiff (fun t => (decoy S).eval t) 0 h = 0) ∧
      (decoy S).natDegree = 2 * S.card + 1 := by
  refine ⟨decoy_hasDerivAt S, fun h hS => ?_, decoy_natDegree hpos⟩
  simp only [centralDiff]
  rw [decoy_root hS (0 + h) (by ring), decoy_root hS (0 - h) (by ring), sub_zero, zero_div]
```

The three clauses are the claim above; only the degree uses `hpos`.

## Counting roots of the odd part

```lean
/-- A polynomial with nonzero derivative at the origin whose central differences there vanish
for all steps of a finite set `S` of positive steps has degree at least `2 |S| + 1`. -/
theorem degree_lower_bound {S : Finset ℝ} (hpos : ∀ h ∈ S, 0 < h) (p : ℝ[X])
    (hp : (derivative p).eval 0 ≠ 0)
    (hzero : ∀ h ∈ S, centralDiff (fun t => p.eval t) 0 h = 0) :
    2 * S.card + 1 ≤ p.natDegree := by
  -- twice the odd part of `p`
  obtain ⟨g, hg⟩ : ∃ g : ℝ[X], g = p - p.comp (-X) := ⟨_, rfl⟩
  have hev : ∀ t, g.eval t = p.eval t - p.eval (-t) := by
    intro t
    rw [hg, eval_sub, eval_comp, eval_neg, eval_X]
  have hder : (derivative g).eval 0 = 2 * (derivative p).eval 0 := by
    rw [hg]
    simp only [derivative_sub, derivative_comp, eval_sub, eval_mul, eval_comp, derivative_neg,
      derivative_X, eval_neg, eval_X, eval_one, neg_zero]
    ring
  have hg0 : g ≠ 0 := by
    intro h0
    rw [h0, derivative_zero, eval_zero] at hder
    exact hp (by linarith)
  have hdeg : g.natDegree ≤ p.natDegree := by
    rw [hg]
    exact (natDegree_sub_le _ _).trans (max_le le_rfl (natDegree_comp_le.trans (by simp)))
  have hodd : ∀ h ∈ S, p.eval h = p.eval (-h) := by
    intro h hS
    have h1 := hzero h hS
    have h2 := hpos h hS
    simp only [centralDiff, zero_add, zero_sub] at h1
    rcases div_eq_zero_iff.1 h1 with h3 | h3 <;> linarith
  -- the points `0`, `h`, `-h` are distinct roots of `g`
  have hinj : Function.Injective (fun h : ℝ => -h) := neg_injective
  have hdis : Disjoint S (S.image fun h => -h) := by
    rw [Finset.disjoint_left]
    intro a ha hb
    obtain ⟨b, hb, hab⟩ := Finset.mem_image.1 hb
    have hab' : -b = a := hab
    linarith [hpos a ha, hpos b hb]
  have hnot : (0 : ℝ) ∉ S ∪ S.image fun h => -h := by
    intro h0
    rcases Finset.mem_union.1 h0 with h1 | h1
    · exact lt_irrefl _ (hpos 0 h1)
    · obtain ⟨b, hb, hab⟩ := Finset.mem_image.1 h1
      have hab' : -b = 0 := hab
      linarith [hpos b hb]
  have hcard : (insert 0 (S ∪ S.image fun h => -h)).card = 2 * S.card + 1 := by
    rw [Finset.card_insert_of_notMem hnot, Finset.card_union_of_disjoint hdis,
      Finset.card_image_of_injective _ hinj]
    ring
  rw [← hcard]
  refine (card_le_degree_of_subset_roots ?_).trans hdeg
  intro t ht
  have ht' : t ∈ insert 0 (S ∪ S.image fun h => -h) := ht
  rw [mem_roots hg0, IsRoot.def, hev]
  rcases Finset.mem_insert.1 ht' with h1 | h1
  · rw [h1, neg_zero, sub_self]
  · rcases Finset.mem_union.1 h1 with h2 | h2
    · rw [hodd t h2, sub_self]
    · obtain ⟨b, hb, hab⟩ := Finset.mem_image.1 h2
      have hab' : -b = t := hab
      rw [← hab', neg_neg, hodd b hb, sub_self]
```

`hev`, `hder`, `hg0` and `hdeg` record the value, slope, nonvanishing and degree of g, and `hodd` is p(h) = p(−h). Positivity makes 0, S and −S disjoint (`hdis`, `hnot`), which gives the count `hcard`.

The argument turns on `card_le_degree_of_subset_roots`: a finite set contained in the multiset of roots of a polynomial has at most `natDegree` elements. Mathlib assigns the zero polynomial no roots, so the lemma needs no nonvanishing hypothesis. That condition reappears in `mem_roots hg0`, which converts membership into g(t) = 0; this is where p′(0) ≠ 0 enters.

The same count, not formalised here, treats forward differences (p(h) − p(0))/h: the decoy is t ∏_{h∈S} (1 − t/h), and the roots 0 and h ∈ S of p(t) − p(0) make |S| + 1 the least degree.

## Arbitrary slope behind arbitrary readings

```lean
/-- If `f` is differentiable at `x`, some polynomial vanishing at all sample points `x ± h`,
`h ∈ S`, when added to `f` gives the derivative at `x` any prescribed value `c`. -/
theorem invisible_perturbation (S : Finset ℝ) {f : ℝ → ℝ} {d x : ℝ} (hf : HasDerivAt f d x)
    (c : ℝ) : ∃ p : ℝ[X], HasDerivAt (fun t => f t + p.eval t) c x ∧
      ∀ h ∈ S, p.eval (x + h) = 0 ∧ p.eval (x - h) = 0 := by
  refine ⟨C (c - d) * (decoy S).comp (X - C x), ?_, fun h hS => ?_⟩
  · have h0 : HasDerivAt (fun t => (decoy S).eval t) 1 (x - x) := by
      rw [sub_self]
      exact decoy_hasDerivAt S
    have h1 : HasDerivAt (fun t => (decoy S).eval (t - x)) 1 x :=
      HasDerivAt.comp_sub_const x x h0
    simp only [eval_mul, eval_C, eval_comp, eval_sub, eval_X]
    exact (hf.fun_add (h1.const_mul (c - d))).congr_deriv (by ring)
  · simp only [eval_mul, eval_C, eval_comp, eval_sub, eval_X]
    rw [decoy_root hS (x + h - x) (by ring), decoy_root hS (x - h - x) (by ring), mul_zero]
    exact ⟨rfl, rfl⟩
```

The function `f` is arbitrary apart from having derivative `d` at `x`. Composition with `X - C x` is the shift, and `congr_deriv` reduces the slope to d + (c − d)·1 = c.

```lean
/-- For a finite set of positive steps and any numbers `c`, `d`, some polynomial has derivative
`c` at `x` while its central difference at `x` equals `d` for every step of the set. -/
theorem any_slope_any_reading {S : Finset ℝ} (hpos : ∀ h ∈ S, 0 < h) (x c d : ℝ) :
    ∃ p : ℝ[X], HasDerivAt (fun t => p.eval t) c x ∧
      ∀ h ∈ S, centralDiff (fun t => p.eval t) x h = d := by
  -- perturb the straight line of slope `d`
  obtain ⟨p, hp, hz⟩ := invisible_perturbation S ((hasDerivAt_id' x).const_mul d) c
  refine ⟨C d * X + p, ?_, fun h hS => ?_⟩
  · simp only [eval_add, eval_mul, eval_C, eval_X]
    exact hp
  · have h2 : 2 * h ≠ 0 := mul_ne_zero two_ne_zero (hpos h hS).ne'
    simp only [centralDiff, eval_add, eval_mul, eval_C, eval_X]
    rw [(hz h hS).1, (hz h hS).2, div_eq_iff h2]
    ring
```

The witness `C d * X + p` is the line plus its perturbation; `div_eq_iff h2` clears the denominator 2h.

## The error under a curvature bound

```lean
/-- If `|f'(y) - f'(x)| ≤ L |y - x|` on `[x - h, x + h]`, the central difference with step `h`
differs from `f'(x)` by at most `L h`. -/
theorem error_le_of_smoothness {f f' : ℝ → ℝ} {x h L : ℝ} (hh : 0 < h)
    (hf : ∀ y ∈ Set.Icc (x - h) (x + h), HasDerivAt f (f' y) y)
    (hL : ∀ y ∈ Set.Icc (x - h) (x + h), |f' y - f' x| ≤ L * |y - x|) :
    |centralDiff f x h - f' x| ≤ L * h := by
  have hL0 : 0 ≤ L := by
    have := (abs_nonneg _).trans (hL (x + h) ⟨by linarith, le_rfl⟩)
    rw [add_sub_cancel_left, abs_of_pos hh] at this
    by_contra hneg
    nlinarith [mul_pos (neg_pos.2 (not_le.1 hneg)) hh]
  -- mean value theorem on the sampling interval
  obtain ⟨y, hy, hslope⟩ := exists_hasDerivAt_eq_slope f f' (by linarith : x - h < x + h)
    (fun y hy => (hf y hy).continuousAt.continuousWithinAt)
    (fun y hy => hf y (Set.Ioo_subset_Icc_self hy))
  have h2 : x + h - (x - h) = 2 * h := by ring
  rw [h2] at hslope
  have hyx : |y - x| ≤ h := abs_le.2 ⟨by linarith [hy.1], by linarith [hy.2]⟩
  rw [centralDiff, ← hslope]
  exact (hL y (Set.Ioo_subset_Icc_self hy)).trans (mul_le_mul_of_nonneg_left hyx hL0)
```

`hf` makes `f'` the derivative on the closed interval. `hL` is assumed, not derived, and compares f′(y) only with f′(x). `hL0` obtains L ≥ 0 from the endpoint y = x + h, and `exists_hasDerivAt_eq_slope` is the mean value theorem. The bound is first order in h, weaker than the h² estimate that a bounded third derivative would allow. Its constant is not sharp either: integrating the same hypothesis over the interval, which is not formalised here, gives Lh/2, so a reading 0 for slope 1 in fact forces Lh ≥ 2.

```lean
/-- Under the same smoothness bound, if `f'(x) = 1` and the central difference with step `h`
vanishes, then `L h ≥ 1`. -/
theorem false_reading_needs_curvature {f f' : ℝ → ℝ} {x h L : ℝ} (hh : 0 < h)
    (hf : ∀ y ∈ Set.Icc (x - h) (x + h), HasDerivAt f (f' y) y)
    (hL : ∀ y ∈ Set.Icc (x - h) (x + h), |f' y - f' x| ≤ L * |y - x|)
    (h1 : f' x = 1) (h0 : centralDiff f x h = 0) : 1 ≤ L * h := by
  have := error_le_of_smoothness hh hf hL
  rwa [h0, h1, zero_sub, abs_neg, abs_one] at this

end

end FalseConvergence
```

Substituting `h0` and `h1` turns the left side of the bound into |0 − 1| = 1.

```lean
#print axioms FalseConvergence.false_convergence
-- 'FalseConvergence.false_convergence' depends on axioms: [propext, Classical.choice, Quot.sound]
#print axioms FalseConvergence.degree_lower_bound
-- 'FalseConvergence.degree_lower_bound' depends on axioms: [propext, Classical.choice, Quot.sound]
#print axioms FalseConvergence.any_slope_any_reading
-- 'FalseConvergence.any_slope_any_reading' depends on axioms: [propext, Classical.choice, Quot.sound]
#print axioms FalseConvergence.false_reading_needs_curvature
-- 'FalseConvergence.false_reading_needs_curvature' depends on axioms: [propext, Classical.choice, Quot.sound]
```
